# Inner r-RESPA positions obey a Verlet recurrence in which the slow force acts k-fold at every k-th step

With two inner steps per outer step, my r-RESPA trajectory looks uneven. I split the accelerations of a molecule into a fast part $f$ (bonds) and a slow part $g$ (long-range forces). Each outer step is a half kick by $g$, two velocity Verlet steps of size $d$ under $f$, and another half kick by $g$. I stored the positions $x_0, x_1, x_2, \dots$ after every inner step and computed the second differences $x_{j+1}-2x_j+x_{j-1}$. At $j=1$ I get $d^2 f(x_1)$, with no trace of the slow force. At $j=2$ I get $d^2\bigl(f(x_2)+2g(x_2)\bigr)$, which is twice the slow force. The algorithm contains only half kicks, so where does the factor 2 come from? Is this a bug, and what should I see for a general number $k$ of inner steps?

## Two half kicks meet at each outer boundary

It is not a bug. Start your case from position $x_0$ and velocity $v_0$. The outer step lasts $2d$, so each slow half kick has duration $d$. The first inner step gives

$$x_1 = x_0 + d\left(v_0 + d\,g(x_0) + \tfrac d2 f(x_0)\right).$$

The second inner step drifts with the same velocity plus two fast half kicks at $x_1$:

$$x_2 = x_1 + d\left(v_0 + d\,g(x_0) + \tfrac d2 f(x_0) + d f(x_1)\right).$$

Subtracting the two displacements leaves $x_2-2x_1+x_0=d^2f(x_1)$. At $x_2$ the outer step closes with a slow kick of duration $d$, and the next one opens with another. The position does not change in between, so both use the same $g(x_2)$ and add up to one kick of duration $2d$. The next drift velocity therefore exceeds the previous one by $d f(x_2)+2d\,g(x_2)$, and

$$x_3-2x_2+x_1=d^2\bigl(f(x_2)+2g(x_2)\bigr).$$

## The recurrence for any number of inner steps

For $k\ge 1$ inner steps, each slow half kick has duration $kd/2$. Define the weight $c_j=k$ if $k$ divides $j$, and $c_j=0$ otherwise. Let $w_j$ be the velocity at inner time $j$, taken after the opening slow kick if an outer step begins there. Then

$$x_{j+1}=x_j+d\left(w_j+\tfrac d2 f(x_j)\right),$$

$$w_{j+1}=w_j+\tfrac d2 f(x_j)+\tfrac d2 f(x_{j+1})+c_{j+1}d\,g(x_{j+1}).$$

The last term is the merged kick $kd/2+kd/2=kd$ at an outer boundary, and zero elsewhere. Now write the first equation for the following step, $x_{j+2}-x_{j+1}=d\bigl(w_{j+1}+\tfrac d2 f(x_{j+1})\bigr)$, insert $w_{j+1}$, and subtract $x_{j+1}-x_j=d\bigl(w_j+\tfrac d2 f(x_j)\bigr)$. The velocity $w_j$ and the term in $f(x_j)$ cancel:

$$x_{j+2}-2x_{j+1}+x_j=d^2\bigl(f(x_{j+1})+c_{j+1}g(x_{j+1})\bigr).$$

The start is special, because only one half kick acts there. With $w_0=v_0+\tfrac{kd}{2}g(x_0)$,

$$x_1=x_0+d v_0+\tfrac{d^2}{2}\bigl(f(x_0)+k\,g(x_0)\bigr).$$

Conversely, the recurrence gives each position from the two before it. Any sequence with these values of $x_0$ and $x_1$ that obeys the recurrence is therefore the r-RESPA sequence.

Over one outer step the weights are one $k$ and $k-1$ zeros. They sum to $k$, so the slow force has average weight 1. For $k=1$ the weight is always 1, and the recurrence is ordinary Verlet under $f+g$.

For two-level r-RESPA with fixed $d$ and $k$, forces that depend on positions alone, and no constraints, thermostat or barostat, you can thus test the recurrence on a trajectory stored at every inner step. This takes the positions and the two accelerations at them, but no velocities.

## The same statement in Lean

This Lean 4 file, built on Mathlib, contains the definitions and the proofs.

```lean
import Mathlib

namespace RespaImpulseVerlet

noncomputable section

variable {V : Type*} [AddCommGroup V] [Module ℝ V]

/-- A kick of duration `τ`: the velocity changes by `τ` times the acceleration `a` at the
current position. States are pairs (position, velocity). -/
def kick (τ : ℝ) (a : V → V) (s : V × V) : V × V := (s.1, s.2 + τ • a s.1)

/-- Free flight of duration `τ` at constant velocity. -/
def drift (τ : ℝ) (s : V × V) : V × V := (s.1 + τ • s.2, s.2)

/-- One velocity Verlet step of size `d` under the acceleration `f`: half kick, drift,
half kick. -/
def verletStep (d : ℝ) (f : V → V) (s : V × V) : V × V :=
  kick (d / 2) f (drift d (kick (d / 2) f s))

/-- One outer r-RESPA step: a slow kick of duration `k d / 2`, then `k` inner velocity Verlet
steps of size `d` under the fast acceleration `f`, then a second such slow kick. -/
def respaStep (k : ℕ) (d : ℝ) (f g : V → V) (s : V × V) : V × V :=
  kick (k * d / 2) g ((verletStep d f)^[k] (kick (k * d / 2) g s))

/-- The sequence `x` lists the inner positions of r-RESPA started from `s`: entry `k n + i`,
with `i < k`, is the position after `n` outer steps, the opening slow kick and `i` inner steps. -/
def IsRespaPath (k : ℕ) (d : ℝ) (f g : V → V) (s : V × V) (x : ℕ → V) : Prop :=
  ∀ n i, i < k → x (k * n + i) =
    ((verletStep d f)^[i] (kick (k * d / 2) g ((respaStep k d f g)^[n] s))).1

/-- The weight of the slow force at inner time `j`: it is `k` if `k` divides `j`, and zero
otherwise. -/
def slowWeight (k j : ℕ) : ℝ := if k ∣ j then k else 0

/-- For `k ≥ 1`, the state at inner time `j`, taken after the opening slow kick if an outer
step begins at `j`. -/
def innerState (k : ℕ) (d : ℝ) (f g : V → V) (s : V × V) (j : ℕ) : V × V :=
  (verletStep d f)^[j % k] (kick (k * d / 2) g ((respaStep k d f g)^[j / k] s))

/-- Two successive kicks by the same acceleration are one kick of the summed duration. -/
theorem kick_kick (a b : ℝ) (g : V → V) (s : V × V) :
    kick a g (kick b g s) = kick (a + b) g s :=
  Prod.ext rfl (by simp only [kick]; module)

/-- The inner state advances by one fast velocity Verlet step followed by a slow kick whose
duration is `d` times the slow weight at the new time. -/
theorem innerState_succ (k : ℕ) (d : ℝ) (f g : V → V) (s : V × V) (j : ℕ) :
    innerState k d f g s (j + 1) =
      kick (slowWeight k (j + 1) * d) g (verletStep d f (innerState k d f g s j)) := by
  have e1 := Nat.div_add_mod j k
  have e2 := Nat.div_add_mod (j + 1) k
  by_cases h : k ∣ j + 1
  · -- an outer step ends here: closing and opening half kicks merge
    have hq : (j + 1) / k = j / k + 1 := Nat.succ_div_of_dvd h
    have hr : (j + 1) % k = 0 := Nat.mod_eq_zero_of_dvd h
    have hm : j % k + 1 = k := by
      rw [hq, hr, mul_add, mul_one] at e2
      omega
    have step : verletStep d f (innerState k d f g s j) =
        (verletStep d f)^[k] (kick (k * d / 2) g ((respaStep k d f g)^[j / k] s)) := by
      unfold innerState
      calc _ = (verletStep d f)^[j % k + 1] _ := (Function.iterate_succ_apply' _ _ _).symm
        _ = _ := by rw [hm]
    have hw : slowWeight k (j + 1) * d = k * d / 2 + k * d / 2 := by
      rw [slowWeight, if_pos h]
      ring
    rw [step, hw, ← kick_kick]
    unfold innerState
    rw [hq, hr, Function.iterate_succ_apply']
    rfl
  · -- inside an outer step only the fast force acts
    have hq : (j + 1) / k = j / k := Nat.succ_div_of_not_dvd h
    have hr : (j + 1) % k = j % k + 1 := by
      rw [hq] at e2
      omega
    have hw : slowWeight k (j + 1) * d = 0 := by rw [slowWeight, if_neg h, zero_mul]
    have h0 : ∀ t : V × V, kick 0 g t = t := fun t => by simp [kick]
    rw [hw, h0]
    unfold innerState
    rw [hq, hr, Function.iterate_succ_apply']

/-- The first inner step moves the position by `d` times the initial velocity plus `d² / 2` times
the sum of the fast acceleration and `k` times the slow one, both taken at the initial position. -/
theorem innerState_one (k : ℕ) (d : ℝ) (f g : V → V) (s : V × V) :
    (innerState k d f g s 1).1 =
      s.1 + d • s.2 + (d ^ 2 / 2) • (f s.1 + (k : ℝ) • g s.1) := by
  have h0 : innerState k d f g s 0 = kick (k * d / 2) g s := by simp [innerState]
  have h : innerState k d f g s 1 =
      kick (slowWeight k 1 * d) g (verletStep d f (innerState k d f g s 0)) :=
    innerState_succ k d f g s 0
  have hp : (innerState k d f g s 1).1 =
      s.1 + d • (s.2 + (k * d / 2) • g s.1 + (d / 2) • f s.1) := by
    rw [h, h0]
    rfl
  rw [hp]
  module

/-- Eliminating the velocities from the inner states leaves a second-difference equation in
which the slow force enters with its weight. -/
theorem innerState_recurrence (k : ℕ) (d : ℝ) (f g : V → V) (s : V × V) (j : ℕ) :
    (innerState k d f g s (j + 2)).1 - (2 : ℝ) • (innerState k d f g s (j + 1)).1
        + (innerState k d f g s j).1 =
      d ^ 2 • (f (innerState k d f g s (j + 1)).1
        + slowWeight k (j + 1) • g (innerState k d f g s (j + 1)).1) := by
  have h1 := innerState_succ k d f g s j
  have h2 : innerState k d f g s (j + 2) = kick (slowWeight k (j + 2) * d) g
      (verletStep d f (innerState k d f g s (j + 1))) := innerState_succ k d f g s (j + 1)
  rw [h2]
  generalize innerState k d f g s j = t at h1 ⊢
  generalize innerState k d f g s (j + 1) = u at h1 ⊢
  have hp : u.1 = t.1 + d • (t.2 + (d / 2) • f t.1) := by
    rw [h1]
    rfl
  have hv : u.2 = t.2 + (d / 2) • f t.1 + (d / 2) • f u.1
      + (slowWeight k (j + 1) * d) • g u.1 := by
    rw [h1]
    rfl
  change u.1 + d • (u.2 + (d / 2) • f u.1) - (2 : ℝ) • u.1 + t.1 = _
  linear_combination (norm := module) (-1 : ℝ) • hp + d • hv

/-- For `k ≥ 1`, a sequence lists the inner r-RESPA positions exactly when its entry at each
inner time `j` is the position of the inner state at `j`. -/
theorem isRespaPath_iff_innerState {k : ℕ} (hk : 0 < k) (d : ℝ) (f g : V → V) (s : V × V)
    (x : ℕ → V) : IsRespaPath k d f g s x ↔ ∀ j, x j = (innerState k d f g s j).1 := by
  constructor
  · intro hx j
    have h := hx (j / k) (j % k) (Nat.mod_lt j hk)
    rw [Nat.div_add_mod] at h
    exact h
  · intro hx n i hi
    have hq : (k * n + i) / k = n := by
      rw [Nat.mul_add_div hk, Nat.div_eq_of_lt hi, add_zero]
    have hr : (k * n + i) % k = i := by rw [Nat.mul_add_mod, Nat.mod_eq_of_lt hi]
    rw [hx, innerState, hq, hr]

/-- For `k ≥ 1`, a sequence lists the inner r-RESPA positions if and only if it has the right
first two positions and obeys the Verlet recurrence with the weighted slow force. -/
theorem isRespaPath_iff_recurrence {k : ℕ} (hk : 0 < k) (d : ℝ) (f g : V → V) (s : V × V)
    (x : ℕ → V) : IsRespaPath k d f g s x ↔
      x 0 = s.1 ∧ x 1 = s.1 + d • s.2 + (d ^ 2 / 2) • (f s.1 + (k : ℝ) • g s.1) ∧
      ∀ j, x (j + 2) - (2 : ℝ) • x (j + 1) + x j =
        d ^ 2 • (f (x (j + 1)) + slowWeight k (j + 1) • g (x (j + 1))) := by
  have hs : (innerState k d f g s 0).1 = s.1 := by simp [innerState, kick]
  rw [isRespaPath_iff_innerState hk]
  constructor
  · intro hx
    simp only [hx]
    exact ⟨hs, innerState_one k d f g s, innerState_recurrence k d f g s⟩
  · rintro ⟨h0, h1, hrec⟩
    -- two consecutive positions determine the next one
    have key : ∀ j, x j = (innerState k d f g s j).1 ∧
        x (j + 1) = (innerState k d f g s (j + 1)).1 := by
      intro j
      induction j with
      | zero => exact ⟨h0.trans hs.symm, h1.trans (innerState_one k d f g s).symm⟩
      | succ j ih =>
        refine ⟨ih.2, ?_⟩
        have a := hrec j
        have b := innerState_recurrence k d f g s j
        rw [ih.1, ih.2] at a
        change x (j + 2) = (innerState k d f g s (j + 2)).1
        linear_combination (norm := module) a - b
    exact fun j => (key j).1

/-- For `k ≥ 1`, the inner r-RESPA positions satisfy, at every inner time `j ≥ 1`, the Verlet
recurrence with the fast force plus the slow force times its weight. -/
theorem respa_inner_recurrence {k : ℕ} (hk : 0 < k) {d : ℝ} {f g : V → V} {s : V × V}
    {x : ℕ → V} (hx : IsRespaPath k d f g s x) {j : ℕ} (hj : 1 ≤ j) :
    x (j + 1) - (2 : ℝ) • x j + x (j - 1) =
      d ^ 2 • (f (x j) + slowWeight k j • g (x j)) := by
  obtain ⟨i, rfl⟩ : ∃ i, j = i + 1 := ⟨j - 1, by omega⟩
  exact ((isRespaPath_iff_recurrence hk d f g s x).1 hx).2.2 i

/-- The slow weights at the `k` inner times of one outer step add up to `k`. -/
theorem sum_slowWeight (k n : ℕ) :
    ∑ i ∈ Finset.range k, slowWeight k (k * n + i) = k := by
  rcases Nat.eq_zero_or_pos k with rfl | hk
  · simp
  · rw [Finset.sum_eq_single_of_mem 0 (Finset.mem_range.2 hk)]
    · simp [slowWeight]
    · intro i hi h0
      have hn : ¬ k ∣ k * n + i := fun h =>
        Nat.not_dvd_of_pos_of_lt (Nat.pos_of_ne_zero h0) (Finset.mem_range.1 hi)
          ((Nat.dvd_add_right (Dvd.intro n rfl)).1 h)
      rw [slowWeight, if_neg hn]

end

end RespaImpulseVerlet
```

```lean
#print axioms RespaImpulseVerlet.respa_inner_recurrence
#print axioms RespaImpulseVerlet.sum_slowWeight
```

```
'RespaImpulseVerlet.respa_inner_recurrence' depends on axioms: [propext, Classical.choice, Quot.sound]
'RespaImpulseVerlet.sum_slowWeight' depends on axioms: [propext, Classical.choice, Quot.sound]
```

## What the definitions and theorems mean physically

The type `V` is the space of positions, an arbitrary real vector space. For a molecule, one element of `V` holds the coordinates of all atoms; in a periodic box these must be unwrapped coordinates. A state `s : V × V` is a pair of position and velocity, so `s.1` is $x_0$ and `s.2` is $v_0$.

The functions `f` and `g` are accelerations, that is, forces already divided by the masses. They are arbitrary functions of position: neither smoothness nor a potential is assumed. The letter `k` counts inner steps and is not a spring constant. The inner time step `d` may be any real number.

`kick` changes only the velocity and `drift` only the position. `verletStep` and `respaStep` compose them in the order you described, with `^[k]` meaning $k$-fold repetition.

`IsRespaPath k d f g s x` says that `x` is your list of stored positions: entry $kn+i$, with $i<k$, is the position after $n$ complete outer steps, the opening slow kick and $i$ inner steps. The slow kick leaves positions alone, so entry $kn$ is also the position at the end of the $n$-th outer step. For $k=0$ no $i$ would qualify and every sequence would pass, hence the hypothesis `0 < k`.

`slowWeight k j` is $c_j$. `innerState k d f g s j` is the pair $(x_j,w_j)$, found from the quotient `j / k` and the remainder `j % k`. At an outer boundary its velocity already includes the next opening half kick, so it is not the velocity that an r-RESPA program normally reports there.

Three theorems carry the result:

- `isRespaPath_iff_recurrence` states the equivalence: `x` is the list of inner positions if and only if it has the two starting values above and satisfies the recurrence for every natural number `j`, centred at `j + 1`.
- `respa_inner_recurrence` states your form, centred at `j` with `1 ≤ j`.
- `sum_slowWeight` states that the weights over the $k$ inner times beginning at $kn$ add up to $k$.

The model has two force levels and no constraints, thermostat, barostat or velocity-dependent force. The theorems concern the positions that the algorithm generates, not their accuracy or stability. Rounding is not modelled either: the Lean positions are built over the real numbers, whereas second differences computed from stored positions carry floating-point errors.

## How the lemmas carry out the elimination

`kick_kick` proves that successive kicks by the same acceleration add. The positions agree by definition, and `module` checks the linear identity for the velocities.

`innerState_succ` is the update of $(x_j,w_j)$: one fast Verlet step, then a slow kick of duration $c_{j+1}d$. It distinguishes two cases.

- If $k$ divides $j+1$, the quotient rises by one and the remainder returns to zero. The old remainder was therefore $k-1$, and the new inner step is the $k$-th. The proof splits the duration $kd$ into two halves and uses `kick_kick` backwards. One half is the closing kick inside `respaStep`, the other the opening kick inside `innerState`.
- If $k$ does not divide $j+1$, the quotient stays and the remainder rises by one. The slow kick has zero duration and changes nothing.

`innerState_one` computes $x_1$ from the single opening half kick.

`innerState_recurrence` eliminates the velocities. In its proof, `t` and `u` stand for the states at $j$ and $j+1$. The equation `hp` is the position update and `hv` the velocity update. The `linear_combination` line adds $d$ times `hv` and subtracts `hp`, which is the subtraction of displacements done above; `module` confirms that everything else cancels.

`isRespaPath_iff_innerState` translates between the two ways of indexing, by $n$ and $i$ or by $j$, through division with remainder.

For the equivalence, the forward direction collects the starting values and the recurrence already proved. The reverse direction is an induction on the claim `key`, that `x` agrees with the r-RESPA positions at both $j$ and $j+1$. A pair is needed because the recurrence is of second order. Both sequences obey it, and with two equal entries the right-hand sides coincide, so subtracting the equations gives agreement at $j+2$.

`respa_inner_recurrence` follows by writing $j=i+1$. In `sum_slowWeight`, only $i=0$ makes $kn+i$ divisible by $k$ among $0\le i<k$, so a single term $k$ survives.
